# Size-independent bounds on the smallest overlap eigenvalue of even-tempered Gaussians

Take $N\ge 2$ normalised radial Gaussians, proportional to $r^{p-1/2}e^{-a_i r^2}$, with $p>0$ and exponents $a_i=\alpha b^i$, where $\alpha>0$, $b>1$ and $i=0,\dots,N-1$. Overlaps and norms are integrals over $r>0$ with measure $dr$. The smallest eigenvalue $\mu_{\min}$ of the overlap matrix $S$ satisfies

$$1-\frac{2^{p+1}}{b^{p/2}-1}\;\le\;\mu_{\min}\;\le\;1-\left(\frac{2\sqrt b}{1+b}\right)^{p}.$$

Neither bound depends on $N$ or $\alpha$. The lower one is positive only for widely spaced exponents, $b^{p/2}>1+2^{p+1}$; the upper one tends to $0$ as $b\to1$ from above.

A small $\mu_{\min}$ signals near linear dependence, which degrades the orthogonalisation of a basis in electronic-structure codes; the bounds address this for a single even-tempered sequence on one centre with one fixed power of $r$. For orbital angular momentum $l$, the choice $p=l+3/2$ gives the functions $r^{l+1}e^{-ar^2}$, which also serve for the large component of the radial Dirac equation. There the kinetically balanced small-component partner is proportional to $(d/dr+\kappa/r)\,r^{l+1}e^{-ar^2}$, where $\kappa=-(l+1)$ for total angular momentum $l+1/2$ and $\kappa=l$ for $l-1/2$ (with $l>0$). In the first case the partner is a single Gaussian with $p=l+5/2$; in the second it mixes two powers of $r$ and does not fit the model.

## From the Gamma integral to the two bounds

**Overlaps.** Substituting $u=(a+c)r^2$ gives

$$\int_0^\infty r^{2p-1}e^{-(a+c)r^2}\,dr=\tfrac12\Gamma(p)\,(a+c)^{-p}.$$

The squared norms are the cases $c=a$ and $a=c$. Dividing by the square root of their product gives the normalised overlap

$$\frac{(a+c)^{-p}}{\sqrt{(2a)^{-p}(2c)^{-p}}}=\left(\frac{2\sqrt{ac}}{a+c}\right)^p.$$

Insert $a=\alpha b^i$ and $c=\alpha b^j$, and divide numerator and denominator by $\alpha b^{\min(i,j)}$. With $k=|i-j|$,

$$S_{ij}=s_k=\left(\frac{2b^{k/2}}{1+b^k}\right)^p,\qquad s_0=1.$$

**Lower bound.** Since $1+b^k\ge b^k$, we have $s_k\le 2^pB^{-k}$ with $B=b^{p/2}>1$. Each distance $k\ge1$ occurs at most twice in a row, so

$$\sum_{j\ne i}S_{ij}\le 2\cdot2^p\sum_{k\ge1}B^{-k}=\frac{2^{p+1}}{B-1}=:R.$$

Let $Sv=\mu v$ with $v\neq0$, and choose $i$ so that $|v_i|$ is largest. Then $(\mu-1)v_i=\sum_{j\ne i}S_{ij}v_j$, and dividing by $|v_i|$ gives $|\mu-1|\le R$. This is Gershgorin's argument, and it implies $\mu\ge1-R$.

The bound is informative only when $R<1$, that is, $b^{p/2}>1+2^{p+1}$. For $p=3/2$ this requires $b$ above about $12.5$; for closer spacing the bound is zero or negative and does not exclude near linear dependence.

**Upper bound.** The normalised trial vector $x=(e_0-e_1)/\sqrt2$ gives $x^{T}Sx=\tfrac12(1+1-2s_1)=1-s_1$. Expanding $x$ in orthonormal eigenvectors shows that $x^TSx$ is a weighted average of eigenvalues, so the smallest is at most $1-s_1$. At $b=1$ the expression $2\sqrt b/(1+b)$ equals $1$, and continuity gives the limit.

**The top of the spectrum.** The inequality $|\mu-1|\le R$ also gives $\mu_{\max}\le1+R$. When $R<1$, the condition number of $S$ is therefore at most $(1+R)/(1-R)$ for every $N$. The Lean theorem below keeps only the lower half of the inequality.

## Gaussians, overlaps and eigenvalues in Lean

The basis function is unnormalised and uses the reduced radial convention: the integration measure is $dr$, without a factor $r^2$.

```lean
import Mathlib

open Matrix Finset Filter Topology

namespace EvenTemperedOverlap

noncomputable section

/-- Radial Gaussian `r^(p-1/2) exp(-a r²)` on `r > 0`; for `p = l + 3/2` the power is `r^(l+1)`. -/
def radialGaussian (p a r : ℝ) : ℝ := r ^ (p - 1 / 2) * Real.exp (-a * r ^ 2)
```

The overlap is an actual integral over $r>0$, and normalisation is a separate division. The condition $p>0$, imposed in the theorems, makes the integral converge at the origin.

```lean
/-- Overlap integral of two radial Gaussians over `r > 0`, for `p > 0` and positive exponents. -/
def radialOverlap (p a c : ℝ) : ℝ :=
  ∫ r in Set.Ioi (0 : ℝ), radialGaussian p a r * radialGaussian p c r

/-- Overlap of the two Gaussians after normalisation, for `p > 0` and positive exponents. -/
def normalizedOverlap (p a c : ℝ) : ℝ :=
  radialOverlap p a c / √(radialOverlap p a a * radialOverlap p c c)
```

The matrix is built from these integrals, so its closed-form entries have to be proved. An index of type `Fin N` runs from $0$ to $N-1$.

```lean
/-- Overlap matrix of `N` normalised Gaussians with even-tempered exponents `α b^i`,
for positive `p`, `α` and `b`. -/
def overlapMatrix (p α b : ℝ) (N : ℕ) : Matrix (Fin N) (Fin N) ℝ :=
  Matrix.of fun i j => normalizedOverlap p (α * b ^ (i : ℕ)) (α * b ^ (j : ℕ))
```

An eigenvalue is a real number $\mu$ with $Sv=\mu v$ for some nonzero real vector $v$. Real numbers suffice because $S$ is real and symmetric.

```lean
/-- The set of real eigenvalues of a real square matrix. -/
def eigenvalueSet {N : ℕ} (A : Matrix (Fin N) (Fin N) ℝ) : Set ℝ :=
  {μ | ∃ v : Fin N → ℝ, v ≠ 0 ∧ A *ᵥ v = μ • v}
```

## Matrix entries that depend only on distance

In the next proof, `key` is the Gamma integral, obtained from Mathlib's formula with power $2p-1$. The common factor $\tfrac12\Gamma(p)$ is then called `G`, and $2\sqrt{ac}$ is called `X`. The identity $(2a)(2c)=X^2$, stated as `hXX`, turns the product of the squared norms into a perfect square, so the root can be taken.

```lean
/-- For `p > 0`, normalised Gaussians with positive exponents `a` and `c` have overlap
`(2 √(a c) / (a + c))^p`. -/
theorem normalizedOverlap_eq {p a c : ℝ} (hp : 0 < p) (ha : 0 < a) (hc : 0 < c) :
    normalizedOverlap p a c = (2 * √(a * c) / (a + c)) ^ p := by
  -- the overlap integral is a Gamma integral
  have key : ∀ x y : ℝ, 0 < x → 0 < y →
      radialOverlap p x y = (x + y) ^ (-p) * (1 / 2 * Real.Gamma p) := by
    intro x y hx hy
    have h := integral_rpow_mul_exp_neg_mul_rpow (p := 2) (q := 2 * p - 1) (b := x + y)
      (by norm_num) (by linarith) (by linarith)
    rw [show -(2 * p - 1 + 1) / 2 = -p by ring, show (2 * p - 1 + 1) / 2 = p by ring,
      mul_assoc] at h
    rw [← h, radialOverlap]
    refine MeasureTheory.setIntegral_congr_fun measurableSet_Ioi ?_
    intro r hr
    have hr' : 0 < r := hr
    have h1 : r ^ (2 * p - 1) = r ^ (p - 1 / 2) * r ^ (p - 1 / 2) := by
      rw [← Real.rpow_add hr']
      congr 1
      ring
    have h2 : Real.exp (-(x + y) * r ^ (2 : ℝ))
        = Real.exp (-x * r ^ 2) * Real.exp (-y * r ^ 2) := by
      rw [← Real.exp_add, Real.rpow_two]
      congr 1
      ring
    simp only [radialGaussian]
    rw [h1, h2]
    ring
  have hG : 0 < 1 / 2 * Real.Gamma p := by
    have := Real.Gamma_pos_of_pos hp
    positivity
  have hX : 0 < 2 * √(a * c) := by positivity
  have hXX : (a + a) * (c + c) = (2 * √(a * c)) * (2 * √(a * c)) := by
    have := Real.mul_self_sqrt (mul_pos ha hc).le
    linear_combination (-4) * this
  rw [normalizedOverlap, key a c ha hc, key a a ha ha, key c c hc hc]
  generalize 1 / 2 * Real.Gamma p = G at hG
  generalize 2 * √(a * c) = X at hX hXX
  have hn : (a + a) ^ (-p) * G * ((c + c) ^ (-p) * G) = (X ^ (-p) * G) ^ 2 := by
    have h : (a + a) ^ (-p) * (c + c) ^ (-p) = X ^ (-p) * X ^ (-p) := by
      rw [← Real.mul_rpow (by positivity) (by positivity), hXX, Real.mul_rpow hX.le hX.le]
    linear_combination G ^ 2 * h
  have hXp : 0 < X ^ p := Real.rpow_pos_of_pos hX p
  have hsp : 0 < (a + c) ^ p := Real.rpow_pos_of_pos (by positivity) p
  rw [hn, Real.sqrt_sq (by positivity), Real.div_rpow hX.le (by positivity),
    Real.rpow_neg hX.le, Real.rpow_neg (by positivity)]
  field_simp
```

For the even-tempered exponents, the proof writes $b=t^2$, which makes every square root a monomial in $t$. The cases $i\le j$ and $j\le i$ are treated separately. In the statement, `natAbs` of the integer difference is $k=|i-j|$, and `√b ^ k` is $b^{k/2}$. The scale $\alpha$ has disappeared from the right-hand side.

```lean
/-- For positive `p`, `α`, `b`, the overlap depends only on the distance `k = |i - j|` and equals
`(2 b^(k/2) / (1 + b^k))^p`. -/
theorem overlapMatrix_apply {p α b : ℝ} (hp : 0 < p) (hα : 0 < α) (hb : 0 < b) {N : ℕ}
    (i j : Fin N) : overlapMatrix p α b N i j =
      (2 * √b ^ (((i : ℕ) : ℤ) - ((j : ℕ) : ℤ)).natAbs /
        (1 + b ^ (((i : ℕ) : ℤ) - ((j : ℕ) : ℤ)).natAbs)) ^ p := by
  obtain ⟨t, ht, rfl⟩ : ∃ t : ℝ, 0 < t ∧ b = t ^ 2 :=
    ⟨√b, Real.sqrt_pos.2 hb, (Real.sq_sqrt hb.le).symm⟩
  rw [overlapMatrix, Matrix.of_apply, normalizedOverlap_eq hp (by positivity) (by positivity),
    show α * (t ^ 2) ^ (i : ℕ) * (α * (t ^ 2) ^ (j : ℕ)) = (α * t ^ (i : ℕ) * t ^ (j : ℕ)) ^ 2
      by ring,
    Real.sqrt_sq (show 0 ≤ α * t ^ (i : ℕ) * t ^ (j : ℕ) by positivity), Real.sqrt_sq ht.le]
  congr 1
  rw [div_eq_div_iff (by positivity) (by positivity)]
  rcases le_total (i : ℕ) (j : ℕ) with h | h
  all_goals
    obtain ⟨k, hk⟩ := Nat.exists_eq_add_of_le h
    rw [show (((i : ℕ) : ℤ) - ((j : ℕ) : ℤ)).natAbs = k by omega, hk]
    ring
```

Symmetry and the unit diagonal follow from this formula. For a real matrix, `IsHermitian` means symmetric.

```lean
/-- For positive `p`, `α`, `b`, the overlap matrix is symmetric with unit diagonal. -/
theorem overlapMatrix_symm_unit {p α b : ℝ} (hp : 0 < p) (hα : 0 < α) (hb : 0 < b) (N : ℕ) :
    (overlapMatrix p α b N).IsHermitian ∧ ∀ i, overlapMatrix p α b N i i = 1 := by
  constructor
  · ext i j
    rw [Matrix.conjTranspose_apply, star_trivial, overlapMatrix_apply hp hα hb,
      overlapMatrix_apply hp hα hb, ← Int.natAbs_neg, neg_sub]
  · intro i
    rw [overlapMatrix_apply hp hα hb, sub_self, Int.natAbs_zero, pow_zero, pow_zero]
    norm_num
```

## Geometric decay and the row sum

The decay estimate is $s_k\le2^pB^{-k}$. Its step `h1` is the inequality before raising to the power $p$, and the remaining steps rearrange exponents.

```lean
/-- For `p > 0` and `b > 1`, the overlap at distance `k` is at most `2^p b^(-pk/2)`. -/
theorem overlap_decay {p b : ℝ} (hp : 0 < p) (hb : 1 < b) (k : ℕ) :
    (2 * √b ^ k / (1 + b ^ k)) ^ p ≤ 2 ^ p * ((b ^ (p / 2))⁻¹) ^ k := by
  have hb0 : 0 < b := by linarith
  have ht : 0 < √b := Real.sqrt_pos.2 hb0
  have hbk : b ^ k = √b ^ k * √b ^ k := by rw [← mul_pow, Real.mul_self_sqrt hb0.le]
  have h1 : 2 * √b ^ k / (1 + b ^ k) ≤ 2 * (√b ^ k)⁻¹ := by
    rw [hbk, ← div_eq_mul_inv, div_le_div_iff₀ (by positivity) (by positivity)]
    linarith
  have hB : b ^ (p / 2) = √b ^ p := by
    rw [Real.sqrt_eq_rpow, ← Real.rpow_mul hb0.le]
    congr 1
    ring
  have h2 : (√b ^ k) ^ p = (√b ^ p) ^ k := by
    rw [← Real.rpow_natCast, ← Real.rpow_natCast, ← Real.rpow_mul ht.le,
      ← Real.rpow_mul ht.le, mul_comm]
  calc _ ≤ (2 * (√b ^ k)⁻¹) ^ p := Real.rpow_le_rpow (by positivity) h1 hp.le
    _ = _ := by
      rw [Real.mul_rpow (by norm_num) (by positivity), Real.inv_rpow (by positivity), h2, hB,
        inv_pow]
```

In the row-sum lemma `k` denotes the row, not the distance. The chain is split into the sites to the left of `k`, the site itself, and the sites to the right. The helper `up` is the telescoped geometric sum with $q=B^{-1}$, `down` reverses the order on the left side, and `bd` bounds each side by $1/(B-1)$. The diagonal term contributes the extra $1$.

```lean
/-- For `B > 1`, the sum of `B^(-|k-j|)` over the sites `j` of a finite chain containing `k`
is at most `1 + 2/(B-1)`. -/
theorem geometric_row_sum {B : ℝ} (hB : 1 < B) {N k : ℕ} (hk : k < N) :
    ∑ j ∈ range N, B⁻¹ ^ ((k : ℤ) - (j : ℤ)).natAbs ≤ 1 + 2 / (B - 1) := by
  have h0 : 0 ≤ B⁻¹ := inv_nonneg.2 (by linarith)
  have h1 : B⁻¹ * B = 1 := inv_mul_cancel₀ (by linarith)
  generalize B⁻¹ = q at h0 h1 ⊢
  have up : ∀ n : ℕ, (∑ j ∈ range n, q ^ (j + 1)) * (B - 1) = 1 - q ^ n := by
    intro n
    induction n with
    | zero => simp
    | succ n ih => rw [sum_range_succ, add_mul, ih]; linear_combination q ^ n * h1
  have down : ∀ n : ℕ, ∑ j ∈ range n, q ^ (n - j) = ∑ j ∈ range n, q ^ (j + 1) := by
    intro n
    induction n with
    | zero => simp
    | succ n ih => rw [sum_range_succ', sum_range_succ, ← ih]; simp
  have bd : ∀ n : ℕ, ∑ j ∈ range n, q ^ (j + 1) ≤ 1 / (B - 1) := by
    intro n
    rw [le_div_iff₀ (by linarith), up]
    linarith [pow_nonneg h0 n]
  -- split the chain into the sites left of `k`, `k` itself, and the sites right of `k`
  obtain ⟨m, rfl⟩ : ∃ m, N = k + 1 + m := ⟨N - (k + 1), by omega⟩
  have hl : ∑ j ∈ range k, q ^ ((k : ℤ) - (j : ℤ)).natAbs = ∑ j ∈ range k, q ^ (k - j) := by
    refine sum_congr rfl fun j hj => ?_
    have := mem_range.1 hj
    congr 1
    omega
  have hr : ∑ j ∈ range m, q ^ ((k : ℤ) - ((k + 1 + j : ℕ) : ℤ)).natAbs
      = ∑ j ∈ range m, q ^ (j + 1) := by
    refine sum_congr rfl fun j _ => ?_
    congr 1
    omega
  rw [sum_range_add, sum_range_succ, hl, down, hr, sub_self, Int.natAbs_zero, pow_zero,
    show 2 / (B - 1) = 1 / (B - 1) + 1 / (B - 1) by ring]
  linarith [bd k, bd m]
```

## Two-sided control of the spectrum

The variational step holds for any real symmetric matrix $A$ with unit diagonal, and Lean argues by contradiction. Put $U=1-A_{ij}$ and suppose that every eigenvalue exceeds $U$. Then $A-U\mathbb 1$ has positive eigenvalues and is positive definite (`hpd`). On the unnormalised vector $e_i-e_j$, however, its quadratic form is $2(1-U)-2A_{ij}=0$, which is impossible.

```lean
/-- Variational bound: a real symmetric matrix with unit diagonal has, for any two different
indices, an eigenvalue that is at most `1 - A i j`. -/
theorem exists_eigenvalue_le {N : ℕ} {A : Matrix (Fin N) (Fin N) ℝ} (hA : A.IsHermitian)
    (hdiag : ∀ i, A i i = 1) {i j : Fin N} (hij : i ≠ j) :
    ∃ μ ∈ eigenvalueSet A, μ ≤ 1 - A i j := by
  by_contra! hμ
  have hs : A j i = A i j := by simpa using hA.apply i j
  generalize hU : 1 - A i j = U at hμ
  have hC : (A - U • (1 : Matrix (Fin N) (Fin N) ℝ)).IsHermitian :=
    hA.sub (by simp [Matrix.IsHermitian])
  -- otherwise the shifted matrix would be positive definite
  have hpd : (A - U • (1 : Matrix (Fin N) (Fin N) ℝ)).PosDef := by
    rw [hC.posDef_iff_eigenvalues_pos]
    intro k
    have hv := hC.mulVec_eigenvectorBasis k
    have hne := hC.eigenvectorBasis.orthonormal.ne_zero k
    rw [Matrix.sub_mulVec, Matrix.smul_mulVec, Matrix.one_mulVec] at hv
    have h := hμ (U + hC.eigenvalues k) ⟨(hC.eigenvectorBasis k).ofLp,
      fun h0 => hne (by ext l; exact congrFun h0 l), by
        rw [add_smul, ← hv]
        abel⟩
    linarith
  have c1 : ∀ l, (A - U • (1 : Matrix (Fin N) (Fin N) ℝ)) l l = 1 - U := by
    intro l
    simp [hdiag]
  have c2 : (A - U • (1 : Matrix (Fin N) (Fin N) ℝ)) i j = A i j := by
    simp [Matrix.one_apply_ne hij]
  have c3 : (A - U • (1 : Matrix (Fin N) (Fin N) ℝ)) j i = A i j := by
    simp [Matrix.one_apply_ne hij.symm, hs]
  generalize A - U • (1 : Matrix (Fin N) (Fin N) ℝ) = C at hpd c1 c2 c3
  -- test it on the difference of the coordinate vectors `e_i` and `e_j`
  have hx : (Pi.single i 1 - Pi.single j 1 : Fin N → ℝ) ≠ 0 := fun h => by
    simpa [hij] using congrFun h i
  have h2 := hpd.dotProduct_mulVec_pos hx
  simp only [star_trivial, Matrix.mulVec_sub, sub_dotProduct, dotProduct_sub,
    single_dotProduct, Matrix.mulVec, dotProduct_single, one_mul, mul_one, c1, c2, c3] at h2
  linarith
```

The main theorem states that every eigenvalue is at least the lower bound and that some eigenvalue is at most the upper bound. A matrix has finitely many eigenvalues, so a smallest one exists and obeys both inequalities.

The first half applies Mathlib's Gershgorin theorem, `eigenvalue_mem_ball`. It then bounds the off-diagonal row sum by decay (`hrow`) and by the geometric sum with its diagonal term removed (`hgeo`). The second half applies the variational lemma to indices $0$ and $1$, which is where $N\ge2$ enters: for $N=1$ the only eigenvalue is $1$, above the upper bound.

```lean
/-- For `p > 0`, `α > 0`, `b > 1` and `N ≥ 2`, every eigenvalue of the even-tempered overlap
matrix is at least `1 - 2^(p+1)/(b^(p/2) - 1)`, and one is at most `1 - (2√b/(1+b))^p`. -/
theorem smallest_eigenvalue_bounds {p α b : ℝ} (hp : 0 < p) (hα : 0 < α) (hb : 1 < b)
    {N : ℕ} (hN : 2 ≤ N) :
    (∀ μ ∈ eigenvalueSet (overlapMatrix p α b N), 1 - 2 ^ (p + 1) / (b ^ (p / 2) - 1) ≤ μ) ∧
      ∃ μ ∈ eigenvalueSet (overlapMatrix p α b N), μ ≤ 1 - (2 * √b / (1 + b)) ^ p := by
  have hb0 : 0 < b := by linarith
  obtain ⟨hH, hdiag⟩ := overlapMatrix_symm_unit hp hα hb0 N
  constructor
  · -- Gershgorin's theorem with the geometric bound on each row
    rintro μ ⟨v, hv, h⟩
    have he : Module.End.HasEigenvalue (Matrix.toLin' (overlapMatrix p α b N)) μ :=
      Module.End.hasEigenvalue_of_hasEigenvector (x := v)
        ⟨Module.End.mem_eigenspace_iff.2 (by simpa using h), hv⟩
    obtain ⟨k, hk⟩ := eigenvalue_mem_ball he
    rw [Metric.mem_closedBall, Real.dist_eq, hdiag] at hk
    have hrow : ∑ j ∈ univ.erase k, ‖overlapMatrix p α b N k j‖ ≤ 2 ^ p *
        ∑ j ∈ univ.erase k, (b ^ (p / 2))⁻¹ ^ (((k : ℕ) : ℤ) - ((j : ℕ) : ℤ)).natAbs := by
      rw [mul_sum]
      refine sum_le_sum fun j _ => ?_
      rw [overlapMatrix_apply hp hα hb0, Real.norm_of_nonneg (by positivity)]
      exact overlap_decay hp hb _
    have hgeo := geometric_row_sum (Real.one_lt_rpow hb (half_pos hp)) k.isLt
    rw [← Fin.sum_univ_eq_sum_range
      (fun j => (b ^ (p / 2))⁻¹ ^ (((k : ℕ) : ℤ) - (j : ℤ)).natAbs) N,
      ← add_sum_erase _ _ (mem_univ k)] at hgeo
    simp only [sub_self, Int.natAbs_zero, pow_zero] at hgeo
    have hmul := mul_le_mul_of_nonneg_left (le_of_add_le_add_left hgeo)
      (show (0 : ℝ) ≤ 2 ^ p by positivity)
    have h2 : (2 : ℝ) ^ (p + 1) / (b ^ (p / 2) - 1) = 2 ^ p * (2 / (b ^ (p / 2) - 1)) := by
      rw [Real.rpow_add_one (by norm_num)]
      ring
    rw [h2]
    linarith [neg_abs_le (μ - 1)]
  · have h := exists_eigenvalue_le hH hdiag
      (show (⟨0, by omega⟩ : Fin N) ≠ ⟨1, by omega⟩ by simp)
    rw [overlapMatrix_apply hp hα hb0] at h
    simpa using h
```

The limit concerns the upper bound as a function of $b$, and `𝓝[>] 1` means that $b$ approaches $1$ from above. The proof is continuity at $b=1$ followed by evaluation there, and it works for any real $p$.

```lean
/-- The upper bound `1 - (2√b/(1+b))^p` tends to zero as the ratio `b` tends to one from above. -/
theorem upper_bound_tendsto_zero (p : ℝ) :
    Tendsto (fun b : ℝ => 1 - (2 * √b / (1 + b)) ^ p) (𝓝[>] 1) (𝓝 0) := by
  have h1 : ContinuousAt (fun b : ℝ => 2 * √b / (1 + b)) 1 :=
    ContinuousAt.div (by fun_prop) (by fun_prop) (by norm_num)
  have h2 : ContinuousAt (fun b : ℝ => 1 - (2 * √b / (1 + b)) ^ p) 1 :=
    continuousAt_const.sub (h1.rpow_const (Or.inl (by norm_num)))
  have h3 : 1 - (2 * √(1 : ℝ) / (1 + 1)) ^ p = 0 := by
    rw [Real.sqrt_one, show (2 * 1 / (1 + 1) : ℝ) = 1 by norm_num, Real.one_rpow, sub_self]
  have h4 := h2.tendsto
  rw [h3] at h4
  exact h4.mono_left nhdsWithin_le_nhds

end

end EvenTemperedOverlap
```

```lean
#print axioms EvenTemperedOverlap.smallest_eigenvalue_bounds
#print axioms EvenTemperedOverlap.upper_bound_tendsto_zero
```

```
'EvenTemperedOverlap.smallest_eigenvalue_bounds' depends on axioms: [propext, Classical.choice, Quot.sound]
'EvenTemperedOverlap.upper_bound_tendsto_zero' depends on axioms: [propext, Classical.choice, Quot.sound]
```
